# When an external level midway between two model levels makes second-order Bloch energies complex

A second-order multireference calculation in the Bloch form ends with the diagonalisation of a small effective Hamiltonian, whose eigenvalues are read as the energies of several states at once. The matrix is generally not symmetric, so a general eigensolver is used, and it may return a complex-conjugate pair even though every input is real. For two model levels with one external level exactly midway between them and opposite first-order shifts, a single inequality decides when this happens.

## The criterion and its derivation by hand

Let the model levels have zero-order energies −d and d, with d > 0, and put the external level at 0. It plays the part of an intruder state, lying inside the energy range of the model space. The real numbers a and b couple it to the lower and the upper model level. The perturbation also shifts the model levels by w and −w at first order, and does not mix them directly. The claim is that the second-order Bloch Hamiltonian has a nonreal eigenvalue exactly when

|2d − 2w + (a² + b²)/d| < 2|ab|/d.

**The effective Hamiltonian.** Take first any finite set of model energies Eⱼ and external energies Fₖ, collected in diagonal matrices E and F. Let W be the interaction within the model space and X the coupling to the external space. The wave operator adds to each model state an external part with amplitudes T. Requiring the full Hamiltonian to map the corrected states into their own span gives

H_eff = E + W + XT,
Xᵀ + FT = T H_eff.

To first order in the interaction, the second equation becomes TE − FT = Xᵀ. Its entries read Tₖⱼ(Eⱼ − Fₖ) = Xⱼₖ, so

Tₖⱼ = Xⱼₖ/(Eⱼ − Fₖ).

In the three-level case the amplitudes are −a/d and b/d. Inserting them in H_eff gives the matrix M with rows

(−d + w − a²/d, ab/d),
(−ab/d, d − w + b²/d).

The off-diagonal elements have opposite signs because the external level lies above one model level and below the other.

**Its eigenvalues.** With rows and columns numbered 0 and 1, an eigenvalue z satisfies

(M₀₀ − z)(M₁₁ − z) − M₀₁M₁₀ = 0.

Write z = x + iy with y ≠ 0. The imaginary part of the equation is y(2x − M₀₀ − M₁₁) = 0, so x is half the trace. The real part then becomes

−(M₀₀ − M₁₁)²/4 − y² − M₀₁M₁₀ = 0,

which means that the discriminant

D = (M₀₀ − M₁₁)² + 4M₀₁M₁₀

equals −4y² and is negative. Conversely, if D < 0, then half the trace plus i√(−D)/2 solves the characteristic equation. For the matrix above,

D = (2d − 2w + (a² + b²)/d)² − (2ab/d)²,

and this is negative exactly when the stated inequality holds. If a or b vanishes, the right side of the inequality is zero and no complex pair occurs.

**The window in w.** Removing the absolute value on the left and solving for w gives

d + (|a| − |b|)²/(2d) < w < d + (|a| + |b|)²/(2d).

The lower end is never below d. A complex pair therefore requires w > d, which means that the first-order energies w − d and d − w have exchanged their order.

## A calculation that enters the window

In a program for this model, where the zero-order Hamiltonian is diagonal, each coupling is divided by its zero-order energy difference, the resulting amplitudes are multiplied by the couplings, and the product is added to the first-order model block. For d = a = b = 1 and w = 2 this gives the rows (0, 1) and (−1, 0), with eigenvalues i and −i. The full Hamiltonian for the same numbers has the real eigenvalues −√3, 0 and √3.

With d = a = b = 1 held fixed, the window is 1 < w < 3. As w increases, two real energies merge at w = 1, continue as a conjugate pair, and become real again at w = 3. Two potential-energy curves computed from this model along such a path have a stretch where neither energy is real.

## Eigenvalues, amplitudes and Hamiltonians in Lean

```lean
import Mathlib

open Matrix
open scoped ComplexOrder

namespace BlochComplexEnergies

noncomputable section
```

Matrices have real entries, but eigenvalues and eigenvectors are complex. The eigenvector must be nonzero and need not be normalised.

```lean
/-- A complex number `z` is an eigenvalue of the real matrix `M` if some nonzero complex
vector `v` satisfies `M v = z v`. -/
def IsEigenvalue {n : Type*} [Fintype n] (M : Matrix n n ℝ) (z : ℂ) : Prop :=
  ∃ v : n → ℂ, v ≠ 0 ∧ M.map (fun x : ℝ => (x : ℂ)) *ᵥ v = z • v

/-- The real matrix `M` has an eigenvalue with nonzero imaginary part. -/
def HasNonrealEigenvalue {n : Type*} [Fintype n] (M : Matrix n n ℝ) : Prop :=
  ∃ z : ℂ, z.im ≠ 0 ∧ IsEigenvalue M z
```

The index type `p` labels model levels and `q` labels external levels. In `waveAmp` the row index is external and the column index is model, as in Tₖⱼ.

```lean
/-- First-order wave-operator amplitudes from model levels `E` to external levels `F` with
coupling `X`; the domain is `E j ≠ F k` for all `j`, `k`. -/
def waveAmp {p q : Type*} (E : p → ℝ) (F : q → ℝ) (X : Matrix p q ℝ) : Matrix q p ℝ :=
  Matrix.of fun k j => X j k / (E j - F k)
```

The effective Hamiltonian is E + W + XT with these first-order amplitudes.

```lean
/-- Second-order Bloch effective Hamiltonian: model energies, first-order interaction `W`
within the model space, and the coupling `X` applied to the first-order amplitudes.
The domain is `E j ≠ F k` for all `j`, `k`. -/
def blochH2 {p q : Type*} [DecidableEq p] [Fintype q]
    (E : p → ℝ) (F : q → ℝ) (W : Matrix p p ℝ) (X : Matrix p q ℝ) : Matrix p p ℝ :=
  diagonal E + W + X * waveAmp E F X
```

For comparison, `fullH` is the Hamiltonian on both spaces together. Its lower-left block is `Xᵀ`, as befits a real symmetric coupling, and there is no interaction within the external space beyond the energies F.

```lean
/-- The full Hamiltonian on model and external space, with interaction `W` inside the model
space and coupling `X` between the two spaces. -/
def fullH {p q : Type*} [DecidableEq p] [DecidableEq q]
    (E : p → ℝ) (F : q → ℝ) (W : Matrix p p ℝ) (X : Matrix p q ℝ) :
    Matrix (p ⊕ q) (p ⊕ q) ℝ :=
  fromBlocks (diagonal E + W) X Xᵀ (diagonal F)
```

The three-level model is a special case of the general construction, with `Fin 2` for the model levels and `Fin 1` for the external one. The diagonal matrix `diagonal ![w, -w]` encodes the absence of direct first-order mixing.

```lean
/-- Bloch effective Hamiltonian for model energies `-d, d`, first-order shifts `w, -w`, and
one external level at `0` with couplings `a, b`; the domain is `d ≠ 0`. -/
def threeLevel (d a b w : ℝ) : Matrix (Fin 2) (Fin 2) ℝ :=
  blochH2 ![-d, d] (fun _ : Fin 1 => 0) (diagonal ![w, -w]) !![a; b]
```

These definitions fix the scope of the criterion: one external level exactly midway, opposite first-order shifts, no direct mixing of the model levels, and truncation at second order. It says nothing about other level patterns, higher orders or coupled-cluster amplitudes.

## From the Bloch equation to the two-by-two matrix

The first theorem holds for finite model and external spaces of any size, provided that no model energy equals an external energy. The proof compares entries: `ring` collects the factor Eⱼ − Fₖ, and `div_mul_cancel₀` cancels it against the denominator.

```lean
/-- If no model level coincides with an external level, the amplitudes solve the first-order
Bloch equation `T E - F T = Xᵀ`. -/
theorem waveAmp_bloch {p q : Type*} [Fintype p] [DecidableEq p] [Fintype q] [DecidableEq q]
    (E : p → ℝ) (F : q → ℝ) (X : Matrix p q ℝ) (h : ∀ j k, E j ≠ F k) :
    waveAmp E F X * diagonal E - diagonal F * waveAmp E F X = Xᵀ := by
  ext k j
  have hjk : E j - F k ≠ 0 := sub_ne_zero.mpr (h j k)
  rw [Matrix.sub_apply, Matrix.mul_diagonal, Matrix.diagonal_mul]
  change X j k / (E j - F k) * E j - F k * (X j k / (E j - F k)) = X j k
  calc _ = X j k / (E j - F k) * (E j - F k) := by ring
    _ = X j k := div_mul_cancel₀ _ hjk
```

The explicit matrix follows by checking its four entries, which `fin_cases` separates.

```lean
/-- The three-level Bloch Hamiltonian written out as a two-by-two matrix. -/
theorem threeLevel_eq (d a b w : ℝ) :
    threeLevel d a b w =
      !![-d + w - a ^ 2 / d, a * b / d; -(a * b / d), d - w + b ^ 2 / d] := by
  ext i j
  fin_cases i <;> fin_cases j <;>
    simp [threeLevel, blochH2, waveAmp] <;> ring
```

## The sign of the discriminant

The characteristic equation comes from the determinant of M − z1. The lemma `Matrix.exists_mulVec_eq_zero_iff` says that this determinant vanishes exactly when some nonzero vector is mapped to zero, and such a vector is an eigenvector for z.

```lean
/-- The eigenvalues of a real two-by-two matrix are the complex roots of its characteristic
equation. -/
theorem isEigenvalue_iff (M : Matrix (Fin 2) (Fin 2) ℝ) (z : ℂ) :
    IsEigenvalue M z ↔
      ((M 0 0 : ℂ) - z) * ((M 1 1 : ℂ) - z) - (M 0 1 : ℂ) * (M 1 0 : ℂ) = 0 := by
  have key : (M.map (fun x : ℝ => (x : ℂ)) - z • (1 : Matrix (Fin 2) (Fin 2) ℂ)).det =
      ((M 0 0 : ℂ) - z) * ((M 1 1 : ℂ) - z) - (M 0 1 : ℂ) * (M 1 0 : ℂ) := by
    simp [Matrix.det_fin_two]
  rw [← key, ← Matrix.exists_mulVec_eq_zero_iff]
  simp only [IsEigenvalue, Matrix.sub_mulVec, Matrix.smul_mulVec, Matrix.one_mulVec,
    sub_eq_zero]
```

The next proof splits the characteristic equation into real and imaginary parts. In the forward direction, `hx` is the statement that x is half the trace, and `nlinarith` combines the real part with y² > 0. In the reverse direction, `s` is √(−D), and the eigenvalue is supplied explicitly.

```lean
/-- A real two-by-two matrix has a nonreal eigenvalue exactly when its discriminant is
negative. -/
theorem hasNonrealEigenvalue_iff (M : Matrix (Fin 2) (Fin 2) ℝ) :
    HasNonrealEigenvalue M ↔ (M 0 0 - M 1 1) ^ 2 + 4 * M 0 1 * M 1 0 < 0 := by
  constructor
  · rintro ⟨z, hz, h⟩
    rw [isEigenvalue_iff] at h
    have hr := congrArg Complex.re h
    have hi := congrArg Complex.im h
    simp only [Complex.sub_re, Complex.mul_re, Complex.sub_im, Complex.mul_im,
      Complex.ofReal_re, Complex.ofReal_im, Complex.zero_re, Complex.zero_im] at hr hi
    -- the imaginary part fixes the real part of `z` at half the trace
    have hx : z.re = (M 0 0 + M 1 1) / 2 :=
      mul_left_cancel₀ hz (by linear_combination (1 / 2) * hi)
    rw [hx] at hr
    have hp : 0 < z.im ^ 2 := by positivity
    nlinarith
  · intro h
    have hs := Real.sq_sqrt (neg_pos.mpr h).le
    have hpos := Real.sqrt_pos.mpr (neg_pos.mpr h)
    set s := Real.sqrt (-((M 0 0 - M 1 1) ^ 2 + 4 * M 0 1 * M 1 0))
    refine ⟨⟨(M 0 0 + M 1 1) / 2, s / 2⟩, (half_pos hpos).ne', ?_⟩
    rw [isEigenvalue_iff]
    apply Complex.ext <;>
      simp only [Complex.sub_re, Complex.mul_re, Complex.sub_im, Complex.mul_im,
        Complex.ofReal_re, Complex.ofReal_im, Complex.zero_re, Complex.zero_im]
    · linear_combination (-1 / 4) * hs
    · ring
```

## The criterion and the window of shifts

The main theorem assumes only `0 < d`; a, b and w are arbitrary real numbers. The step `hdisc` writes D as a difference of squares, and `sq_lt_sq` turns the comparison of squares into one of absolute values.

```lean
/-- For `d > 0`, the three-level Bloch Hamiltonian has a nonreal eigenvalue exactly when the
distance between its diagonal entries is less than `2|ab|/d`. -/
theorem threeLevel_nonreal_iff (d a b w : ℝ) (hd : 0 < d) :
    HasNonrealEigenvalue (threeLevel d a b w) ↔
      |2 * d - 2 * w + (a ^ 2 + b ^ 2) / d| < 2 * |a * b| / d := by
  have hR : 2 * |a * b| / d = |2 * (a * b / d)| := by
    simp only [abs_mul, abs_div, abs_two, abs_of_pos hd]
    ring
  -- the antisymmetric coupling makes the discriminant a difference of squares
  have hdisc : (threeLevel d a b w 0 0 - threeLevel d a b w 1 1) ^ 2
      + 4 * threeLevel d a b w 0 1 * threeLevel d a b w 1 0 =
      (2 * d - 2 * w + (a ^ 2 + b ^ 2) / d) ^ 2 - (2 * (a * b / d)) ^ 2 := by
    rw [threeLevel_eq]
    change (-d + w - a ^ 2 / d - (d - w + b ^ 2 / d)) ^ 2
      + 4 * (a * b / d) * (-(a * b / d)) = _
    ring
  rw [hasNonrealEigenvalue_iff, hdisc, hR, ← sq_lt_sq, sub_neg]
```

The condition d ≠ 0 would not be enough for this form of the criterion. For d = −1, a = b = 1 and w = −2, the matrix has rows (0, −1) and (1, 0), hence eigenvalues ±i. The inequality, however, reads 0 < −2 and is false.

For the window, `e1` and `e2` expand the squares of |a| − |b| and |a| + |b|. After `abs_lt` has split the absolute value into two inequalities, `linarith` rearranges each of them for w.

```lean
/-- For `d > 0`, nonreal eigenvalues occur exactly when the first-order shift `w` lies in an open
window above `d` whose ends are set by `d` and the couplings. -/
theorem threeLevel_window (d a b w : ℝ) (hd : 0 < d) :
    HasNonrealEigenvalue (threeLevel d a b w) ↔
      d + (|a| - |b|) ^ 2 / (2 * d) < w ∧ w < d + (|a| + |b|) ^ 2 / (2 * d) := by
  have e1 : (|a| - |b|) ^ 2 = a ^ 2 + b ^ 2 - 2 * |a * b| := by
    rw [abs_mul]
    linear_combination sq_abs a + sq_abs b
  have e2 : (|a| + |b|) ^ 2 = a ^ 2 + b ^ 2 + 2 * |a * b| := by
    rw [abs_mul]
    linear_combination sq_abs a + sq_abs b
  have h1 : (|a| - |b|) ^ 2 / (2 * d) =
      (a ^ 2 + b ^ 2) / d / 2 - 2 * |a * b| / d / 2 := by
    rw [e1]
    ring
  have h2 : (|a| + |b|) ^ 2 / (2 * d) =
      (a ^ 2 + b ^ 2) / d / 2 + 2 * |a * b| / d / 2 := by
    rw [e2]
    ring
  rw [threeLevel_nonreal_iff d a b w hd, abs_lt, h1, h2]
  constructor <;> rintro ⟨h, h'⟩ <;> constructor <;> linarith
```

If w ≤ d, the lower end of the window cannot lie below w, because it is d plus a nonnegative term.

```lean
/-- For `d > 0` and `w ≤ d`, the three-level Bloch Hamiltonian has no nonreal eigenvalue,
whatever the couplings. -/
theorem threeLevel_real_of_le (d a b w : ℝ) (hd : 0 < d) (hw : w ≤ d) :
    ¬ HasNonrealEigenvalue (threeLevel d a b w) := by
  rw [threeLevel_window d a b w hd]
  rintro ⟨h, -⟩
  have : 0 ≤ (|a| - |b|) ^ 2 / (2 * d) := by positivity
  linarith
```

The numerical example is confirmed by reducing the matrix to its four numbers and inserting z = i in the characteristic equation.

```lean
/-- At `d = a = b = 1` and `w = 2`, the imaginary unit is an eigenvalue of the three-level
Bloch Hamiltonian. -/
theorem threeLevel_eigenvalue_I : IsEigenvalue (threeLevel 1 1 1 2) Complex.I := by
  have h : threeLevel 1 1 1 2 = !![0, 1; -1, 0] := by
    rw [threeLevel_eq]
    norm_num
  rw [isEigenvalue_iff, h]
  simp
```

## Real energies of the full Hamiltonian

The last theorem concerns the untruncated problem, for finite model and external spaces of any size. If W is symmetric, the full Hamiltonian A is real and symmetric. For an eigenvector v with eigenvalue z, letting A act to the right and to the left gives

v†Av = z v†v,
v†Av = z* v†v.

Dividing by v†v, which is nonzero, turns the left side into the normalised expectation value and shows that z = z*. In the proof, `h1` and `h2` are these two equations, and `hs` justifies the division.

```lean
/-- If the interaction within the model space is symmetric, the full Hamiltonian has no
nonreal eigenvalue. -/
theorem fullH_real {p q : Type*} [Fintype p] [DecidableEq p] [Fintype q] [DecidableEq q]
    (E : p → ℝ) (F : q → ℝ) (W : Matrix p p ℝ) (X : Matrix p q ℝ) (hW : W.IsSymm) :
    ¬ HasNonrealEigenvalue (fullH E F W X) := by
  rintro ⟨z, hz, v, hv, h⟩
  have hM : (fullH E F W X).IsSymm :=
    Matrix.IsSymm.fromBlocks ((Matrix.isSymm_diagonal E).add hW) rfl
      (Matrix.isSymm_diagonal F)
  set A := (fullH E F W X).map (fun x : ℝ => (x : ℂ)) with hA
  have hH : Aᴴ = A := by
    ext i j
    simp [hA, Matrix.conjTranspose_apply, hM.apply i j]
  -- evaluate `v† A v` (`v` need not be normalised) with `A` acting to the right and to the left
  have h1 : star v ⬝ᵥ (A *ᵥ v) = z * (star v ⬝ᵥ v) := by
    rw [h, dotProduct_smul, smul_eq_mul]
  have h2 : star v ⬝ᵥ (A *ᵥ v) = star z * (star v ⬝ᵥ v) := by
    have h3 : star v ᵥ* A = star z • star v := by
      rw [← star_smul, ← h, Matrix.star_mulVec, hH]
    rw [Matrix.dotProduct_mulVec, h3, smul_dotProduct, smul_eq_mul]
  have hs : star v ⬝ᵥ v ≠ 0 := fun h0 => hv (dotProduct_star_self_eq_zero.mp h0)
  have hzz : z = star z := mul_right_cancel₀ hs (h1.symm.trans h2)
  have him : z.im = -z.im := congrArg Complex.im hzz
  exact hz (by linarith)

end

end BlochComplexEnergies
```

In the three-level model W is diagonal and therefore symmetric, so a complex pair from the effective Hamiltonian cannot consist of energies of the full one. For the theorem itself, a W that is merely real would not do: with zero model energies, no coupling to the external space and W with rows (0, 1) and (−1, 0), the full matrix has the eigenvalues ±i. Such a W is not Hermitian, so this is a mathematical counter-example and not a physical interaction.

```lean
#print axioms BlochComplexEnergies.waveAmp_bloch
#print axioms BlochComplexEnergies.threeLevel_real_of_le
#print axioms BlochComplexEnergies.threeLevel_eigenvalue_I
#print axioms BlochComplexEnergies.fullH_real
```

```
'BlochComplexEnergies.waveAmp_bloch' depends on axioms: [propext, Classical.choice, Quot.sound]
'BlochComplexEnergies.threeLevel_real_of_le' depends on axioms: [propext, Classical.choice, Quot.sound]
'BlochComplexEnergies.threeLevel_eigenvalue_I' depends on axioms: [propext, Classical.choice, Quot.sound]
'BlochComplexEnergies.fullH_real' depends on axioms: [propext, Classical.choice, Quot.sound]
```
